# A finitely supported real potential on an infinite chain with uniform nearest-neighbour hopping binds no state with energy in the band $[0,4]$

## Can two high barriers trap a particle at a band energy?

Take a particle on an infinite chain with one impurity, $V(0)=v$, obeying

$$2\psi(n)-\psi(n+1)-\psi(n-1)+V(n)\psi(n)=E\,\psi(n).$$

At $E=2$ the sites $n\ge 1$ give $\psi(n+1)=-\psi(n-1)$. With $\psi(0)=a$ and $\psi(1)=b$, the amplitudes run $a,b,-a,-b,\dots$ and die out only if $a=b=0$. So there is no bound state at this energy.

Now I replace the impurity by two very high barriers with a well between them. Could the waves leaking out cancel exactly, so that a state with energy inside the band stays trapped for ever? What happens at the band edges, where the free solutions can grow linearly? And does it matter whether the potential is exactly zero far away, or merely small?

## A decaying tail is zero, and the zeros spread inwards

Exact trapping at a band energy is impossible for any finite arrangement of barriers and wells of finite height and depth on this chain, band edges included. If the potential only falls off like $1/|n|$, it can happen.

Free plane waves $e^{ikn}$ have energy $E=2-2\cos k$, which fills $[0,4]$; a bound state at such an energy would be called embedded. Write $c=2-E$, so that $|c|\le 2$ in the band, and define for each pair of neighbouring sites

$$Q(n)=|\psi(n+1)|^2+|\psi(n)|^2-c\,\mathrm{Re}\big(\psi(n)^*\psi(n+1)\big).$$

**Conservation.** If $V(n+1)=0$, the equation at $n+1$ reads $\psi(n+2)=c\,\psi(n+1)-\psi(n)$. Hence

$$|\psi(n+2)|^2=c^2|\psi(n+1)|^2-2c\,\mathrm{Re}\big(\psi(n)^*\psi(n+1)\big)+|\psi(n)|^2,$$

$$\mathrm{Re}\big(\psi(n+1)^*\psi(n+2)\big)=c\,|\psi(n+1)|^2-\mathrm{Re}\big(\psi(n)^*\psi(n+1)\big).$$

Inserting both in $Q(n+1)$ cancels the $c^2$ terms and leaves $Q(n+1)=Q(n)$.

**Lower bound.** Since $|c|\le2$ and $|\mathrm{Re}(\psi(n)^*\psi(n+1))|\le|\psi(n)||\psi(n+1)|$,

$$Q(n)\ge\big(|\psi(n+1)|-|\psi(n)|\big)^2.$$

**Decay.** Let $V$ vanish to the right of site $R$. A square-summable $\psi$ tends to zero, so $Q(n)\to0$. As $Q$ is constant from $R$ onwards, it is zero there. The lower bound then makes $|\psi|$ constant from $R$ onwards, and decay makes that constant zero. Decay is used twice because of the edges: at $E=0$, $Q(n)=|\psi(n+1)-\psi(n)|^2$, which also vanishes for a constant $\psi$.

**Back through the barriers.** The equation at any site gives

$$\psi(n-1)=(2+V(n)-E)\,\psi(n)-\psi(n+1).$$

Two neighbouring zeros therefore force a third to their left, whatever $V(n)$ is. Starting from $\psi(R)=\psi(R+1)=0$, the whole wave function vanishes. Your cancellation outside the barriers would remove the state inside them too.

**A potential that is merely small far away.** Let $s(n)$ be the sign pattern $+,+,-,-$ starting at $n=0$ and repeated with period four, and set $\psi(n)=s(n)/(n^2+1)$. Since $s(n-1)=-s(n+1)$, the equation at $E=2$ requires

$$V(n)\psi(n)=\psi(n+1)+\psi(n-1)=s(n+1)\left[\frac1{(n+1)^2+1}-\frac1{(n-1)^2+1}\right]=-\frac{4n\,s(n+1)}{n^4+4}.$$

Dividing by $\psi(n)$ gives

$$V(n)=-s(n)s(n+1)\,\frac{4n(n^2+1)}{n^4+4}.$$

Here $|n||V(n)|\le5$, because $5(n^4+4)-4n^2(n^2+1)=(n^2-2)^2+16>0$. The state is square-summable, since its squared amplitude is at most $1/n^2$ away from the origin. Its squared norm is about $1.614$, so the normalised state has amplitude about $0.787$ at the origin. A bound $|n||V(n)|\le5$ is thus not enough to replace finite support.

In the Lean version, `V : ℤ → ℝ` is the potential, `ψ : ℤ → ℂ` the wave function and `hamiltonian V ψ n` the left-hand side of your equation. The hopping amplitude is the unit of energy, and the on-site term 2 puts the band at $[0,4]$; without that term it would be $[-2,2]$. `bondForm` is $Q$, where "bond" means a link between neighbouring sites and not a chemical bond.

The theorem `no_embedded_bound_state` says: if the set of sites with $V(n)\ne0$ is finite, $0\le E\le4$, the sum of $|\psi(n)|^2$ converges and the equation holds at every site, then `ψ = 0`. The more general `decaying_solution_eq_zero` keeps the energy range and the equation at every site, but of $V$ and $\psi$ it asks only that $V$ vanish to the right of some site and that $\psi$ tend to zero at plus infinity. On the left, both may do anything the equation allows. `slowPotential_decay` and `slowPotential_embedded_state` state the bound and the bound state of the example.

```lean
import Mathlib

open Filter Topology

namespace LatticeEmbeddedStates

noncomputable section

/-- The Hamiltonian of a particle hopping on the lattice `ℤ` in a real potential `V`. -/
def hamiltonian (V : ℤ → ℝ) (ψ : ℤ → ℂ) (n : ℤ) : ℂ :=
  2 * ψ n - ψ (n + 1) - ψ (n - 1) + V n * ψ n

/-- A quadratic form in the amplitudes on two neighbouring sites, at energy `E`. -/
def bondForm (E : ℝ) (ψ : ℤ → ℂ) (n : ℤ) : ℝ :=
  ‖ψ (n + 1)‖ ^ 2 + ‖ψ n‖ ^ 2 - (2 - E) * (starRingEnd ℂ (ψ n) * ψ (n + 1)).re

/-- Across a site where the potential vanishes and the Schrödinger equation holds,
the bond form is conserved. -/
theorem bondForm_conserved {V : ℤ → ℝ} {E : ℝ} {ψ : ℤ → ℂ} {n : ℤ}
    (hV : V (n + 1) = 0) (h : hamiltonian V ψ (n + 1) = E * ψ (n + 1)) :
    bondForm E ψ (n + 1) = bondForm E ψ n := by
  -- solve the equation for the next amplitude
  have hc : ψ (n + 1 + 1) = ((2 - E : ℝ) : ℂ) * ψ (n + 1) - ψ n := by
    simp only [hamiltonian, hV, add_sub_cancel_right, Complex.ofReal_zero] at h
    push_cast
    linear_combination -h
  simp only [bondForm, hc, ← Complex.normSq_eq_norm_sq]
  simp only [Complex.normSq_apply, Complex.mul_re, Complex.mul_im, Complex.sub_re,
    Complex.sub_im, Complex.ofReal_re, Complex.ofReal_im, Complex.conj_re, Complex.conj_im]
  ring

/-- For energies in the band `[0, 4]` the bond form bounds the squared difference of the
moduli on neighbouring sites. -/
theorem sq_norm_sub_le_bondForm {E : ℝ} (h0 : 0 ≤ E) (h4 : E ≤ 4) (ψ : ℤ → ℂ) (n : ℤ) :
    (‖ψ (n + 1)‖ - ‖ψ n‖) ^ 2 ≤ bondForm E ψ n := by
  have hr : |(starRingEnd ℂ (ψ n) * ψ (n + 1)).re| ≤ ‖ψ n‖ * ‖ψ (n + 1)‖ := by
    have h := Complex.abs_re_le_norm (starRingEnd ℂ (ψ n) * ψ (n + 1))
    rwa [norm_mul, RCLike.norm_conj] at h
  have hE : |2 - E| ≤ 2 := abs_le.mpr ⟨by linarith, by linarith⟩
  have hp : (2 - E) * (starRingEnd ℂ (ψ n) * ψ (n + 1)).re
      ≤ 2 * (‖ψ n‖ * ‖ψ (n + 1)‖) := by
    refine (le_abs_self _).trans ?_
    rw [abs_mul]
    exact mul_le_mul hE hr (abs_nonneg _) (by norm_num)
  unfold bondForm
  nlinarith [hp]

/-- A real quantity that is the same on successive sites from `R` onwards and tends to zero
at plus infinity is zero from `R` onwards. -/
theorem conserved_eq_zero {f : ℤ → ℝ} {R : ℤ} (hstep : ∀ n, R ≤ n → f (n + 1) = f n)
    (hlim : Tendsto f atTop (𝓝 0)) : ∀ n, R ≤ n → f n = 0 := by
  intro n hn
  have hc : ∀ k : ℕ, f (n + k) = f n := by
    intro k
    induction k with
    | zero => simp
    | succ k ih => rw [Nat.cast_succ, ← add_assoc, hstep _ (by omega), ih]
  have ht : Tendsto (fun k : ℕ => f (n + k)) atTop (𝓝 0) :=
    hlim.comp (tendsto_atTop_add_const_left atTop n tendsto_natCast_atTop_atTop)
  simp only [hc] at ht
  exact tendsto_nhds_unique tendsto_const_nhds ht

/-- If the potential vanishes to the right of `R` and `0 ≤ E ≤ 4`, a solution there that
tends to zero at plus infinity vanishes on every site from `R` onwards. -/
theorem free_region_eq_zero {V : ℤ → ℝ} {E : ℝ} {ψ : ℤ → ℂ} {R : ℤ}
    (h0 : 0 ≤ E) (h4 : E ≤ 4) (hV : ∀ n, R < n → V n = 0)
    (h : ∀ n, R < n → hamiltonian V ψ n = E * ψ n)
    (hψ : Tendsto ψ atTop (𝓝 0)) : ∀ n, R ≤ n → ψ n = 0 := by
  have h1 : Tendsto (fun n : ℤ => ψ (n + 1)) atTop (𝓝 0) :=
    hψ.comp (tendsto_atTop_add_const_right atTop 1 tendsto_id)
  have hp : Tendsto (fun n : ℤ => ‖ψ n‖ * ‖ψ (n + 1)‖) atTop (𝓝 0) := by
    simpa only [norm_zero, mul_zero] using hψ.norm.mul h1.norm
  have hb : ∀ n : ℤ, ‖(starRingEnd ℂ (ψ n) * ψ (n + 1)).re‖ ≤ ‖ψ n‖ * ‖ψ (n + 1)‖ := by
    intro n
    have hre := Complex.abs_re_le_norm (starRingEnd ℂ (ψ n) * ψ (n + 1))
    rw [norm_mul, RCLike.norm_conj] at hre
    rw [Real.norm_eq_abs]
    exact hre
  have hm : Tendsto (fun n : ℤ => (starRingEnd ℂ (ψ n) * ψ (n + 1)).re) atTop (𝓝 0) :=
    squeeze_zero_norm hb hp
  have hQ : Tendsto (fun n => bondForm E ψ n) atTop (𝓝 0) := by
    have hsum := ((h1.norm.pow 2).add (hψ.norm.pow 2)).sub (hm.const_mul (2 - E))
    have hlim : ‖(0 : ℂ)‖ ^ 2 + ‖(0 : ℂ)‖ ^ 2 - (2 - E) * 0 = 0 := by simp
    rw [hlim] at hsum
    simp only [bondForm]
    exact hsum
  -- the conserved form vanishes because the amplitudes die out
  have hstep : ∀ n, R ≤ n → bondForm E ψ (n + 1) = bondForm E ψ n := by
    intro n hn
    have hlt : R < n + 1 := by omega
    exact bondForm_conserved (hV (n + 1) hlt) (h (n + 1) hlt)
  have hz : ∀ n, R ≤ n → bondForm E ψ n = 0 := conserved_eq_zero hstep hQ
  -- hence the modulus is conserved too, and vanishes for the same reason
  have hmod : ∀ n, R ≤ n → ‖ψ (n + 1)‖ = ‖ψ n‖ := by
    intro n hn
    have hle := sq_norm_sub_le_bondForm h0 h4 ψ n
    rw [hz n hn] at hle
    nlinarith [pow_eq_zero_iff two_ne_zero |>.mp (le_antisymm hle (sq_nonneg _))]
  have hnorm : Tendsto (fun n => ‖ψ n‖) atTop (𝓝 0) := by
    simpa only [norm_zero] using hψ.norm
  intro n hn
  exact norm_eq_zero.mp (conserved_eq_zero (f := fun n => ‖ψ n‖) hmod hnorm n hn)

/-- In any potential, a solution that vanishes on two neighbouring sites vanishes on all
sites to their left. -/
theorem continuation_left {V : ℤ → ℝ} {E : ℝ} {ψ : ℤ → ℂ} {N : ℤ}
    (h : ∀ n, n ≤ N → hamiltonian V ψ n = E * ψ n)
    (hN : ψ N = 0) (hN1 : ψ (N + 1) = 0) : ∀ n, n ≤ N → ψ n = 0 := by
  have key : ∀ k : ℕ, ψ (N - k) = 0 ∧ ψ (N - k + 1) = 0 := by
    intro k
    induction k with
    | zero => simp [hN, hN1]
    | succ k ih =>
      obtain ⟨ha, hb⟩ := ih
      have hk := h (N - k) (by omega)
      simp only [hamiltonian, ha, hb] at hk
      have hc : ψ (N - k - 1) = 0 := by linear_combination -hk
      rw [show N - ((k + 1 : ℕ) : ℤ) = N - k - 1 by push_cast; ring, sub_add_cancel]
      exact ⟨hc, ha⟩
  intro n hn
  have hk := (key (N - n).toNat).1
  rwa [show N - ((N - n).toNat : ℤ) = n by omega] at hk

/-- If the potential vanishes to the right of some site and `0 ≤ E ≤ 4`, a solution on the
whole lattice that tends to zero at plus infinity is identically zero. -/
theorem decaying_solution_eq_zero {V : ℤ → ℝ} {E : ℝ} {ψ : ℤ → ℂ} {R : ℤ}
    (h0 : 0 ≤ E) (h4 : E ≤ 4) (hV : ∀ n, R < n → V n = 0)
    (h : ∀ n, hamiltonian V ψ n = E * ψ n) (hψ : Tendsto ψ atTop (𝓝 0)) : ψ = 0 := by
  have hr := free_region_eq_zero h0 h4 hV (fun n _ => h n) hψ
  funext n
  rcases le_total R n with hn | hn
  · exact hr n hn
  · exact continuation_left (fun n _ => h n) (hr R le_rfl) (hr (R + 1) (by omega)) n hn

/-- **No embedded bound states.** For a finitely supported real potential and an energy in
`[0, 4]`, every square-summable solution of the Schrödinger equation on `ℤ` is zero. -/
theorem no_embedded_bound_state {V : ℤ → ℝ} {E : ℝ} {ψ : ℤ → ℂ}
    (hV : (Function.support V).Finite) (h0 : 0 ≤ E) (h4 : E ≤ 4)
    (hψ : Summable fun n => ‖ψ n‖ ^ 2)
    (h : ∀ n, hamiltonian V ψ n = E * ψ n) : ψ = 0 := by
  obtain ⟨R, hR⟩ := hV.bddAbove
  have hV0 : ∀ n, R < n → V n = 0 := by
    intro n hn
    by_contra hne
    exact absurd (hR (Function.mem_support.mpr hne)) (not_le_of_gt hn)
  -- square-summable amplitudes tend to zero
  have hsq : Tendsto (fun n => ‖ψ n‖ ^ 2) atTop (𝓝 0) :=
    hψ.tendsto_cofinite_zero.mono_left (by rw [Int.cofinite_eq]; exact le_sup_right)
  have hlim : Tendsto (fun n => ‖ψ n‖) atTop (𝓝 0) := by
    have hs := hsq.sqrt
    simpa only [Real.sqrt_sq (norm_nonneg _), Real.sqrt_zero] using hs
  exact decaying_solution_eq_zero h0 h4 hV0 h (tendsto_zero_iff_norm_tendsto_zero.mpr hlim)

/-- The sign pattern `+ + - -`, repeated along the lattice. -/
def pairSign (n : ℤ) : ℝ := if n % 4 < 2 then 1 else -1

/-- A wave function with amplitude `1 / (n² + 1)` and the sign pattern `+ + - -`. -/
def slowState (n : ℤ) : ℝ := pairSign n / ((n : ℝ) ^ 2 + 1)

/-- An oscillating potential of infinite range. -/
def slowPotential (n : ℤ) : ℝ :=
  -(pairSign n * pairSign (n + 1)) * (4 * n * ((n : ℝ) ^ 2 + 1) / ((n : ℝ) ^ 4 + 4))

/-- The sign pattern has modulus one. -/
theorem abs_pairSign (n : ℤ) : |pairSign n| = 1 := by
  unfold pairSign
  split_ifs <;> simp

/-- The oscillating potential falls off at least as fast as `5 / |n|`. -/
theorem slowPotential_decay (n : ℤ) : |(n : ℝ)| * |slowPotential n| ≤ 5 := by
  simp only [slowPotential]
  rw [abs_mul (-(pairSign n * pairSign (n + 1))), abs_neg, abs_mul (pairSign n),
    abs_pairSign, abs_pairSign, one_mul, one_mul, ← abs_mul]
  generalize (n : ℝ) = x
  rw [show x * (4 * x * (x ^ 2 + 1) / (x ^ 4 + 4)) = 4 * x ^ 2 * (x ^ 2 + 1) / (x ^ 4 + 4) by
    ring, abs_of_nonneg (by positivity), div_le_iff₀ (by positivity)]
  nlinarith [sq_nonneg (x ^ 2 - 2)]

/-- The oscillating potential has a nonzero square-summable eigenstate at `E = 2`, the
middle of the band `[0, 4]`. -/
theorem slowPotential_embedded_state :
    (fun n => (slowState n : ℂ)) ≠ 0 ∧ (Summable fun n => ‖(slowState n : ℂ)‖ ^ 2) ∧
    ∀ n, hamiltonian slowPotential (fun m => (slowState m : ℂ)) n
      = ((2 : ℝ) : ℂ) * (slowState n : ℂ) := by
  refine ⟨fun h => ?_, ?_, fun n => ?_⟩
  · have h0 := congrFun h 0
    simp [slowState, pairSign] at h0
  · -- compare with `1 / n²`, plus one at the origin
    have hs : Summable fun n : ℤ => 1 / (n : ℝ) ^ 2 + (if n = 0 then (1 : ℝ) else 0) :=
      (Real.summable_one_div_int_pow.mpr (by norm_num)).add (hasSum_ite_eq (0 : ℤ) (1 : ℝ)).summable
    refine Summable.of_nonneg_of_le (fun n => by positivity) (fun n => ?_) hs
    have hp : (0 : ℝ) < (n : ℝ) ^ 2 + 1 := by positivity
    rw [Complex.norm_real, Real.norm_eq_abs, slowState, abs_div, abs_pairSign,
      abs_of_pos hp, div_pow, one_pow]
    by_cases hn : n = 0
    · subst hn
      norm_num
    · have hx : (n : ℝ) ≠ 0 := Int.cast_ne_zero.mpr hn
      rw [if_neg hn, add_zero]
      exact one_div_le_one_div_of_le (by positivity) (by nlinarith [sq_nonneg (n : ℝ)])
  · have hflip : pairSign (n - 1) = -pairSign (n + 1) := by
      by_cases h : (n + 1) % 4 < 2
      · rw [pairSign, pairSign, if_neg (by omega), if_pos h]
      · rw [pairSign, pairSign, if_pos (by omega), if_neg h, neg_neg]
    have hsq : pairSign n * pairSign n = 1 := by
      rw [← abs_mul_abs_self, abs_pairSign, one_mul]
    have hreal : 2 * slowState n - slowState (n + 1) - slowState (n - 1)
        + slowPotential n * slowState n = 2 * slowState n := by
      simp only [slowState, slowPotential, hflip]
      push_cast
      generalize pairSign n = s at *
      generalize pairSign (n + 1) = t at *
      generalize (n : ℝ) = x
      have h1 : (x + 1) ^ 2 + 1 ≠ 0 := by positivity
      have h2 : (x - 1) ^ 2 + 1 ≠ 0 := by positivity
      have h3 : x ^ 4 + 4 ≠ 0 := by positivity
      have h4 : x ^ 2 + 1 ≠ 0 := by positivity
      -- the difference of the two neighbouring amplitudes
      have key : 1 / ((x + 1) ^ 2 + 1) - 1 / ((x - 1) ^ 2 + 1) = -(4 * x) / (x ^ 4 + 4) := by
        rw [div_sub_div _ _ h1 h2, div_eq_div_iff (mul_ne_zero h1 h2) h3]
        ring
      have hpot : 4 * x * (x ^ 2 + 1) / (x ^ 4 + 4) * (s / (x ^ 2 + 1))
          = s * (4 * x / (x ^ 4 + 4)) := by
        field_simp
      linear_combination (-t) * key - s * t * hpot - t * (4 * x / (x ^ 4 + 4)) * hsq
    simp only [hamiltonian]
    exact_mod_cast hreal

end

end LatticeEmbeddedStates
```

```lean
#print axioms LatticeEmbeddedStates.no_embedded_bound_state
#print axioms LatticeEmbeddedStates.slowPotential_decay
#print axioms LatticeEmbeddedStates.slowPotential_embedded_state
```

```
'LatticeEmbeddedStates.no_embedded_bound_state' depends on axioms: [propext, Classical.choice, Quot.sound]
'LatticeEmbeddedStates.slowPotential_decay' depends on axioms: [propext, Classical.choice, Quot.sound]
'LatticeEmbeddedStates.slowPotential_embedded_state' depends on axioms: [propext, Classical.choice, Quot.sound]
```

`bondForm_conserved` first solves the equation for the next amplitude, then splits everything into real and imaginary parts, where `ring` confirms the cancellation. `sq_norm_sub_le_bondForm` multiplies the bounds on $|2-E|$ and on the real part, and `nlinarith` completes the square.

`free_region_eq_zero` is the decay step. It shows that $Q$ tends to zero, with the cross term squeezed by $|\psi(n)||\psi(n+1)|$, and applies `conserved_eq_zero` first to $Q$ and then to $|\psi|$. `continuation_left` is an induction on the distance from the starting site that carries a pair of neighbouring zeros, since the recursion needs both. `decaying_solution_eq_zero` joins the two half-lines.

For the main theorem, a finite support has an upper bound, which serves as $R$. Summability gives decay along the cofinite filter, which on ℤ combines the two directions to infinity; `le_sup_right` selects the right-hand one. A square root turns decay of $|\psi|^2$ into decay of $|\psi|$.

In the example, `hflip` is the sign rule $s(n-1)=-s(n+1)$, `key` is the difference of the two fractions, and `linear_combination` assembles the eigenvalue equation.

The device that turns decay into exact zeros is `tendsto_nhds_unique`, inside `conserved_eq_zero`. The lemma follows a quantity $f$ along the sites $n+k$ with $k$ a natural number. Induction shows that every value equals $f(n)$, so after rewriting, the sequence is literally constant. It then has two limits: $f(n)$, because it is constant, and $0$, by hypothesis. Limits in ℝ are unique, so $f(n)=0$. No rate of decay enters.

Another formulation would take $\psi$ as a vector in the Hilbert space $\ell^2(\mathbb Z)$ and $H$ as a bounded self-adjoint operator on it, and say that $H$ has no eigenvalue in $[0,4]$. That would connect directly with spectral theory, but the operator would have to be constructed first. The one-sided theorem would not fit, since its $\psi$ need not be square-summable on the left.

For one non-interacting particle on an infinite chain with the same nearest-neighbour hopping everywhere and an on-site potential of finite range, there is therefore no true bound state at a band energy. A defect that also changes the hopping is not covered: if both bonds of a site are cut, a particle on it is trapped at its on-site energy, which may lie in the band. If a finite-box calculation for a chain with uniform hopping and a finite-range potential shows a localised-looking state at a band energy, it may signal a long-lived resonance. The step to a real wire, with its interacting electrons and further orbitals, needs a separate argument.
